# Expected active-state fractions that start at positive electronic populations stay equal to them under Tully rates without rejected hops, on a shared electronic history

Let finitely many electronic states have positive populations \(P_i(t)\), and let \(b_{ij}(t)=-b_{ji}(t)\) be the net population current from state \(i\) to state \(j\), so that \(\dot P_i=-\sum_j b_{ij}\) for \(t\ge 0\). Let \(p_i(t)\) be the expected fraction of trajectories whose active state is \(i\), with hops from \(i\) to \(j\) at Tully's rate \(g_{ij}=\max(b_{ij},0)/P_i\). Then \(p\) solves the master equation

\[
\dot p_i=\sum_j\,(p_j g_{ji}-p_i g_{ij})
\]

and starts at \(p(0)=P(0)\) exactly when \(p(t)=P(t)\) for all \(t\ge 0\).

For surface-hopping simulations this is the internal consistency of the fewest-switches rates, for an ensemble in which all trajectories share the same \(P\) and \(b\), as they do along one prescribed nuclear path with the same initial amplitudes. When trajectories on different surfaces move apart, each carries its own amplitudes, and the theorem makes no statement about averages over them.

```lean
import Mathlib

open Finset ComplexConjugate

namespace SurfaceHoppingConsistency

noncomputable section

variable {ι : Type*} [Fintype ι]
```

## Populations driven by antisymmetric currents

The type `ι` labels the states. `ElectronicFlow P b` collects the three assumptions: positivity, antisymmetry and the balance equation. Derivatives are taken within \([0,\infty)\), so they are one-sided at \(t=0\) and ordinary afterwards. Neither continuity of \(b\) nor \(\sum_i P_i=1\) is assumed.

Positivity means that every state is occupied at all times considered. With two or more states, this excludes the common initial condition with the whole population on one state.

```lean
/-- Electronic populations `P` driven by currents `b` for times `t ≥ 0`: the populations are
positive, the currents antisymmetric, and each population changes by its total outgoing current. -/
structure ElectronicFlow (P : ℝ → ι → ℝ) (b : ℝ → ι → ι → ℝ) : Prop where
  pos : ∀ t ≥ 0, ∀ i, 0 < P t i
  antisymm : ∀ t ≥ 0, ∀ i j, b t i j = -b t j i
  balance : ∀ t ≥ 0, ∀ i,
    HasDerivWithinAt (fun s => P s i) (-∑ j, b t i j) (Set.Ici 0) t
```

## Hopping rates and the master equation

A hop from \(i\) to \(j\) is attempted only while the net current runs that way. In a calculation with time step \(\Delta t\), a trajectory active on \(i\) hops to \(j\) with probability \(g_{ij}\Delta t\), decided by a random number; \(\Delta t\) must be small enough for these probabilities to sum to at most one. The theorem concerns the continuous-time limit.

```lean
/-- Tully's fewest-switches rate for a hop from `i` to `j`, for nonzero population `P i`. -/
def tullyRate (b : ι → ι → ℝ) (P : ι → ℝ) (i j : ι) : ℝ := max (b i j) 0 / P i
```

For any rates \(g\), the fraction on state \(i\) gains \(p_jg_{ji}\) from each \(j\) and loses \(p_ig_{ij}\) to it. The term \(j=i\) cancels.

```lean
/-- Gain minus loss of the active-state fraction `p i` under hopping rates `g`. -/
def masterFlow (g : ι → ι → ℝ) (p : ι → ℝ) (i : ι) : ℝ :=
  ∑ j, (p j * g j i - p i * g i j)
```

`SolvesMaster` requires this gain minus loss to be the time derivative of \(p_i\). The equation describes expected fractions; the random jumps of individual trajectories are not modelled, and \(p\) is not required to be non-negative or normalised.

```lean
/-- The fractions `p` solve the master equation with rates `g` for times `t ≥ 0`. -/
def SolvesMaster (g : ℝ → ι → ι → ℝ) (p : ℝ → ι → ℝ) : Prop :=
  ∀ t ≥ 0, ∀ i, HasDerivWithinAt (fun s => p s i) (masterFlow (g t) (p t) i) (Set.Ici 0) t
```

The distance between fractions and populations is measured by

\[
M=\sum_i\frac{(p_i-P_i)^2}{P_i}.
\]

```lean
/-- Weighted square deviation of the fractions `p` from nonzero populations `P`. -/
def mismatch (p P : ι → ℝ) : ℝ := ∑ i, (p i - P i) ^ 2 / P i
```

## One-way fluxes add up to the net current

Write \(B_{ij}=\max(b_{ij},0)\) for the one-way flux. If \(b_{ij}\ge0\), then \(B_{ij}=b_{ij}\) and \(B_{ji}=0\); if \(b_{ij}\le0\), then \(B_{ij}=0\) and \(B_{ji}=-b_{ij}\). In both cases

\[
B_{ji}-B_{ij}=-b_{ij}.
\]

The proof makes the same case distinction, with \(x=b_{ij}\) and \(y=b_{ji}\).

```lean
/-- For an antisymmetric current, the one-way fluxes in the two directions differ by the
net current. -/
theorem hop_balance {x y : ℝ} (h : x = -y) : max y 0 - max x 0 = -x := by
  rcases le_total 0 x with hx | hx
  · rw [max_eq_right (by linarith : y ≤ 0), max_eq_left hx]; ring
  · rw [max_eq_left (by linarith : 0 ≤ y), max_eq_right hx]; linarith
```

## What rejected hops do to the balance

In an energy-conserving calculation, an upward hop is rejected if the nuclei lack the kinetic energy to pay for it. Let \(a_{ij}\) be the accepted fraction of attempted hops, so that the rate becomes \(a_{ij}g_{ij}\); as a simplification, all trajectories are still assumed to share \(P\) and \(b\). Since \(P_ig_{ij}=B_{ij}\), inserting \(p=P\) into the master equation gives

\[
\sum_j(a_{ji}B_{ji}-a_{ij}B_{ij})
=-\sum_j b_{ij}+\sum_j(1-a_{ij})B_{ij}-\sum_j(1-a_{ji})B_{ji}.
\]

The first term on the right is \(\dot P_i\). Hence \(P\) solves the modified equation exactly when the rejected fluxes out of and into each state are equal at all times. With two states only one direction carries flux at a time, so balance then requires that no flux be rejected.

In the proof, `key` is the displayed identity. One direction uses the uniqueness of the derivative within \([0,\infty)\), the other substitutes the balance condition. The Lean statement allows any real factors \(a_{ij}\), not only those between 0 and 1.

```lean
/-- If hops are accepted with factors `a`, the populations of an electronic flow solve the master
equation exactly when the rejected fluxes out of and into every state balance at all `t ≥ 0`. -/
theorem consistent_iff_rejected_balance {P : ℝ → ι → ℝ} {b : ℝ → ι → ι → ℝ}
    (h : ElectronicFlow P b) (a : ℝ → ι → ι → ℝ) :
    SolvesMaster (fun t i j => a t i j * tullyRate (b t) (P t) i j) P ↔
      ∀ t ≥ 0, ∀ i, ∑ j, (1 - a t i j) * max (b t i j) 0
        = ∑ j, (1 - a t j i) * max (b t j i) 0 := by
  -- the accepted flow is the electronic one, corrected by the rejected fluxes
  have key : ∀ t ≥ 0, ∀ i,
      masterFlow (fun i j => a t i j * tullyRate (b t) (P t) i j) (P t) i
        = -∑ j, b t i j + (∑ j, (1 - a t i j) * max (b t i j) 0
          - ∑ j, (1 - a t j i) * max (b t j i) 0) := by
    intro t ht i
    have hc : ∀ k l, P t k * (a t k l * tullyRate (b t) (P t) k l)
        = a t k l * max (b t k l) 0 := by
      intro k l
      have hk := (h.pos t ht k).ne'
      unfold tullyRate
      field_simp
    unfold masterFlow
    rw [← sum_neg_distrib, ← sum_sub_distrib, ← sum_add_distrib]
    refine sum_congr rfl fun j _ => ?_
    rw [hc, hc]
    linear_combination hop_balance (h.antisymm t ht i j)
  constructor
  · intro hs t ht i
    have e := UniqueDiffWithinAt.eq_deriv _ (uniqueDiffOn_Ici (0 : ℝ) t ht)
      (hs t ht i) (h.balance t ht i)
    have k := key t ht i
    linarith
  · intro hr t ht i
    refine (h.balance t ht i).congr_deriv ?_
    rw [key t ht i, hr t ht i]
    ring
```

With \(a_{ij}=1\) both rejected fluxes vanish, and \(P\) solves Tully's master equation.

```lean
/-- Without rejected hops, the populations of an electronic flow solve Tully's master equation. -/
theorem populations_solve {P : ℝ → ι → ℝ} {b : ℝ → ι → ι → ℝ} (h : ElectronicFlow P b) :
    SolvesMaster (fun t => tullyRate (b t) (P t)) P := by
  have := (consistent_iff_rejected_balance h (fun _ _ _ => 1)).2 (by simp)
  simpa only [one_mul] using this
```

## The mismatch cannot grow

It remains to show that no other solution starts at \(P(0)\). Put \(r_i=p_i/P_i\). The quotient rule gives, for each term of \(M\),

\[
\frac{d}{dt}\frac{(p_i-P_i)^2}{P_i}
=2(r_i-1)(\dot p_i-\dot P_i)-(r_i-1)^2\dot P_i .
\]

```lean
private lemma deriv_term {u v : ℝ → ℝ} {u' v' t : ℝ} {S : Set ℝ}
    (hu : HasDerivWithinAt u u' S t) (hv : HasDerivWithinAt v v' S t) (h : v t ≠ 0) :
    HasDerivWithinAt (fun s => (u s - v s) ^ 2 / v s)
      (2 * (u t / v t - 1) * (u' - v') - (u t / v t - 1) ^ 2 * v') S t := by
  have e : (fun s => (u s - v s) ^ 2 / v s) = fun s => (u s - v s) * (u s - v s) / v s := by
    funext s
    rw [pow_two]
  have d := hu.fun_sub hv
  rw [e]
  refine ((d.fun_mul d).fun_div hv h).congr_deriv ?_
  field_simp
  ring
```

In terms of one-way fluxes,

\[
\dot p_i=\sum_j(r_jB_{ji}-r_iB_{ij}),\qquad
\dot P_i=\sum_j(B_{ji}-B_{ij}).
\]

With \(q_i=r_i-1\), the difference is \(\dot p_i-\dot P_i=\sum_j(q_jB_{ji}-q_iB_{ij})\). Summing the derivatives over \(i\) yields

\[
\dot M=\sum_{i,j}\left(2q_iq_jB_{ji}-q_i^2B_{ij}-q_i^2B_{ji}\right).
\]

Exchanging the names \(i\) and \(j\) in the middle term turns it into \(-q_j^2B_{ji}\), which completes the square:

\[
\dot M=-\sum_{i,j}B_{ji}(q_i-q_j)^2=-\sum_{i,j}B_{ji}(r_i-r_j)^2 .
\]

The exchange of names is `swap` in the next lemma, which is pure algebra and holds for any real array \(B\).

```lean
private lemma flux_identity (B : ι → ι → ℝ) (r : ι → ℝ) :
    ∑ i, (2 * (r i - 1) * (∑ j, (r j * B j i - r i * B i j) - ∑ j, (B j i - B i j))
      - (r i - 1) ^ 2 * ∑ j, (B j i - B i j)) = -∑ i, ∑ j, B j i * (r i - r j) ^ 2 := by
  have swap : ∑ i, ∑ j, (r i - 1) ^ 2 * B i j = ∑ i, ∑ j, (r j - 1) ^ 2 * B j i :=
    sum_comm
  calc _ = ∑ i, ∑ j, (-(B j i * (r i - r j) ^ 2)
        + ((r j - 1) ^ 2 * B j i - (r i - 1) ^ 2 * B i j)) := by
        refine sum_congr rfl fun i _ => ?_
        rw [← sum_sub_distrib, mul_sum, mul_sum, ← sum_sub_distrib]
        exact sum_congr rfl fun j _ => by ring
    _ = _ := by
        simp only [sum_add_distrib, sum_sub_distrib, sum_neg_distrib]
        linarith [swap]
```

The theorem on \(\dot M\) combines the two lemmas. Its steps `h1` and `h2` are the flux forms of \(\dot p_i\) and \(\dot P_i\), the second obtained from `hop_balance`.

```lean
/-- For an electronic flow and any solution of Tully's master equation, at each `t ≥ 0` the mismatch
changes at minus the flux-weighted sum of squared differences of the ratios `p i / P i`. -/
theorem mismatch_hasDeriv {P p : ℝ → ι → ℝ} {b : ℝ → ι → ι → ℝ} (h : ElectronicFlow P b)
    (hp : SolvesMaster (fun t => tullyRate (b t) (P t)) p) (t : ℝ) (ht : t ≥ 0) :
    HasDerivWithinAt (fun s => mismatch (p s) (P s))
      (-∑ i, ∑ j, max (b t j i) 0 * (p t i / P t i - p t j / P t j) ^ 2) (Set.Ici 0) t := by
  unfold mismatch
  refine (HasDerivWithinAt.fun_sum fun i _ =>
    deriv_term (hp t ht i) (h.balance t ht i) (h.pos t ht i).ne').congr_deriv ?_
  rw [← flux_identity (fun i j => max (b t i j) 0) (fun i => p t i / P t i)]
  refine sum_congr rfl fun i _ => ?_
  -- write both time derivatives through one-way fluxes
  have h1 : masterFlow (tullyRate (b t) (P t)) (p t) i
      = ∑ j, (p t j / P t j * max (b t j i) 0 - p t i / P t i * max (b t i j) 0) := by
    unfold masterFlow tullyRate
    exact sum_congr rfl fun j _ => by ring
  have h2 : -∑ j, b t i j = ∑ j, (max (b t j i) 0 - max (b t i j) 0) := by
    rw [← sum_neg_distrib]
    exact sum_congr rfl fun j _ => (hop_balance (h.antisymm t ht i j)).symm
  rw [h1, h2]
```

Every \(B_{ji}\) is non-negative, so \(\dot M\le0\). The populations may move throughout, and detailed balance is not used. The proof passes from the sign of the derivative at \(t>0\), together with continuity on \([0,\infty)\), to monotonicity.

```lean
/-- For an electronic flow, the mismatch of any solution of Tully's master equation never grows
at times `t ≥ 0`. -/
theorem mismatch_antitone {P p : ℝ → ι → ℝ} {b : ℝ → ι → ι → ℝ} (h : ElectronicFlow P b)
    (hp : SolvesMaster (fun t => tullyRate (b t) (P t)) p) :
    AntitoneOn (fun t => mismatch (p t) (P t)) (Set.Ici 0) := by
  have hd := mismatch_hasDeriv h hp
  refine antitoneOn_of_deriv_nonpos (convex_Ici 0)
    (fun t ht => (hd t ht).continuousWithinAt) (fun t ht => ?_) (fun t ht => ?_)
  · have ht' : 0 < t := by simpa [interior_Ici] using ht
    exact ((hd t ht'.le).hasDerivAt
      (Ici_mem_nhds ht')).differentiableAt.differentiableWithinAt
  · have ht' : 0 < t := by simpa [interior_Ici] using ht
    rw [((hd t ht'.le).hasDerivAt (Ici_mem_nhds ht')).deriv]
    exact neg_nonpos.mpr (sum_nonneg fun i _ => sum_nonneg fun j _ =>
      mul_nonneg (le_max_right _ _) (sq_nonneg _))
```

## Fractions and populations coincide

If \(p(0)=P(0)\), then \(M(0)=0\). Since \(M\) is a sum of non-negative terms and cannot grow, \(0\le M(t)\le M(0)=0\). Each term therefore vanishes, and \(P_i>0\) gives \(p_i(t)=P_i(t)\). Conversely, if \(p=P\) for all \(t\ge0\), then \(p\) has the right initial value and inherits the master equation from `populations_solve`.

The two bullets of the proof are these two directions. Values of \(p\) at negative times play no role.

```lean
/-- Internal consistency of surface hopping: for an electronic flow, fractions `p` solve Tully's
master equation and start at the electronic populations exactly when they equal them at all
`t ≥ 0`. -/
theorem internal_consistency {P : ℝ → ι → ℝ} {b : ℝ → ι → ι → ℝ} (h : ElectronicFlow P b)
    (p : ℝ → ι → ℝ) :
    (SolvesMaster (fun t => tullyRate (b t) (P t)) p ∧ p 0 = P 0) ↔ ∀ t ≥ 0, p t = P t := by
  constructor
  · rintro ⟨hp, h0⟩ t ht
    -- the mismatch starts at zero and cannot grow
    have hle : mismatch (p t) (P t) ≤ mismatch (p 0) (P 0) :=
      mismatch_antitone h hp (Set.mem_Ici.2 le_rfl) (Set.mem_Ici.2 ht) ht
    have hz : mismatch (p 0) (P 0) = 0 := by simp [mismatch, h0]
    have hn : ∀ i ∈ univ, 0 ≤ (p t i - P t i) ^ 2 / P t i :=
      fun i _ => div_nonneg (sq_nonneg _) (h.pos t ht i).le
    have hs : ∑ i, (p t i - P t i) ^ 2 / P t i = 0 :=
      le_antisymm (hle.trans hz.le) (sum_nonneg hn)
    funext i
    have hi := (sum_eq_zero_iff_of_nonneg hn).1 hs i (mem_univ i)
    rcases div_eq_zero_iff.1 hi with hi | hi
    · exact sub_eq_zero.1 (pow_eq_zero_iff two_ne_zero |>.1 hi)
    · exact absurd hi (h.pos t ht i).ne'
  · intro he
    refine ⟨fun t ht i => ?_, he 0 le_rfl⟩
    rw [he t ht]
    exact (populations_solve h t ht i).congr (fun s hs => congrFun (he s hs) i)
      (congrFun (he t ht) i)
```

## Currents from Schrödinger amplitudes

In atomic units, let the amplitudes obey \(\dot c_i=-\mathrm i\sum_jH_{ij}c_j\) with \(H(t)\) Hermitian. Then

\[
\frac{d}{dt}|c_i|^2=2\,\mathrm{Re}(c_i^*\dot c_i)
=\sum_j2\,\mathrm{Im}(c_i^*H_{ij}c_j),
\]

which identifies the current as \(b_{ij}=-2\,\mathrm{Im}(c_i^*H_{ij}c_j)\).

In an adiabatic calculation with real electronic states \(\phi_i\), nonadiabatic coupling vectors \(\mathbf d_{ij}=\langle\phi_i|\nabla\phi_j\rangle=-\mathbf d_{ji}\), where \(\nabla\) acts on the nuclear positions, and nuclear velocity \(\mathbf v\), the effective matrix is \(H_{ij}=E_i\delta_{ij}-\mathrm i\,\mathbf v\cdot\mathbf d_{ij}\), where \(E_i\) are the adiabatic energies. The current is then \(b_{ij}=2\,\mathbf v\cdot\mathbf d_{ij}\,\mathrm{Re}(c_i^*c_j)\).

```lean
/-- Population current from state `i` to state `j` for amplitudes `c` and Hamiltonian `H`,
in atomic units. -/
def current (H : Matrix ι ι ℂ) (c : ι → ℂ) (i j : ι) : ℝ :=
  -2 * (conj (c i) * H i j * c j).im
```

Hermiticity makes \(c_j^*H_{ji}c_i\) the complex conjugate of \(c_i^*H_{ij}c_j\), so the imaginary part changes sign and \(b\) is antisymmetric. If no amplitude vanishes at any \(t\ge0\), the populations \(|c_i|^2\) are positive. All three fields of `ElectronicFlow` are then filled, and `internal_consistency` applies to \(|c_i|^2\).

```lean
/-- Nowhere vanishing amplitudes that obey the Schrödinger equation with a Hermitian,
time-dependent Hamiltonian for `t ≥ 0` give an electronic flow with populations `‖c i‖ ^ 2`. -/
theorem schrodinger_flow {H : ℝ → Matrix ι ι ℂ} {c : ℝ → ι → ℂ}
    (hH : ∀ t ≥ 0, (H t).IsHermitian) (hc : ∀ t ≥ 0, ∀ i, c t i ≠ 0)
    (hS : ∀ t ≥ 0, ∀ i, HasDerivWithinAt (fun s => c s i)
      (-Complex.I * ∑ j, H t i j * c t j) (Set.Ici 0) t) :
    ElectronicFlow (fun t i => ‖c t i‖ ^ 2) (fun t => current (H t) (c t)) where
  pos t ht i := pow_pos (norm_pos_iff.2 (hc t ht i)) 2
  antisymm t ht i j := by
    unfold current
    rw [← (hH t ht).apply i j]
    simp [Complex.mul_im, Complex.mul_re]
    ring
  balance t ht i := by
    refine (hS t ht i).norm_sq.congr_deriv ?_
    rw [Complex.inner]
    simp only [mul_sum, sum_mul, Complex.re_sum, ← sum_neg_distrib]
    refine sum_congr rfl fun j _ => ?_
    simp [current, Complex.mul_im, Complex.mul_re]
    ring
```

## Two states exchanging population

Label two states 0 and 1, and take

\[
P_0=\tfrac12+\tfrac14\sin t,\qquad P_1=\tfrac12-\tfrac14\sin t,\qquad b_{10}=-b_{01}=\tfrac14\cos t .
\]

Both populations stay between \(1/4\) and \(3/4\), and \(\dot P_0=\tfrac14\cos t=-b_{01}\), with the opposite sign for state 1. The assumptions are therefore satisfied by a flow whose current keeps reversing.

At \(t=0\) the rate from 1 to 0 is \((1/4)/(1/2)=1/2\). With 1000 trajectories, 500 on each state, and \(\Delta t=0.01\), each trajectory on state 1 hops with probability \(0.005\), so 2.5 hops are expected. The expected fraction on state 0 rises by \(0.0025\), which is \(\dot P_0(0)\,\Delta t\).

```lean
/-- Two states with populations `1/2 ± sin t / 4`, exchanged by the current `cos t / 4`,
form an electronic flow. -/
theorem electronicFlow_witness :
    ElectronicFlow (fun t => ![1 / 2 + Real.sin t / 4, 1 / 2 - Real.sin t / 4])
      (fun t => ![![0, -(Real.cos t / 4)], ![Real.cos t / 4, 0]]) where
  pos t _ i := by
    have h1 := Real.neg_one_le_sin t
    have h2 := Real.sin_le_one t
    fin_cases i
    · show 0 < 1 / 2 + Real.sin t / 4
      linarith
    · show 0 < 1 / 2 - Real.sin t / 4
      linarith
  antisymm t _ i j := by fin_cases i <;> fin_cases j <;> simp
  balance t _ i := by
    have h := (Real.hasDerivAt_sin t).div_const 4
    fin_cases i
    · refine HasDerivWithinAt.congr_deriv (h.const_add (1 / 2)).hasDerivWithinAt ?_
      simp [Fin.sum_univ_two]
    · refine HasDerivWithinAt.congr_deriv (h.const_sub (1 / 2)).hasDerivWithinAt ?_
      simp [Fin.sum_univ_two]

end

end SurfaceHoppingConsistency
```

```lean
#print axioms SurfaceHoppingConsistency.populations_solve
#print axioms SurfaceHoppingConsistency.internal_consistency
#print axioms SurfaceHoppingConsistency.schrodinger_flow
```

```
'SurfaceHoppingConsistency.populations_solve' depends on axioms: [propext, Classical.choice, Quot.sound]
'SurfaceHoppingConsistency.internal_consistency' depends on axioms: [propext, Classical.choice, Quot.sound]
'SurfaceHoppingConsistency.schrodinger_flow' depends on axioms: [propext, Classical.choice, Quot.sound]
```
